# High-spin thresholds of an octahedral d shell with one exchange constant: $3K$ for four or five electrons, $2K$ for six or seven

A maximal-spin filling of the shell attains the lowest energy exactly when $D \le 3K$ for $n = 4, 5$ electrons, and exactly when $D \le 2K$ for $n = 6, 7$. This holds for $D \ge 0$ and the energy

$$E = D\,n_e - K\left[\binom{a}{2} + \binom{b}{2}\right].$$

The shell has three $t_{2g}$ and two $e_g$ orbitals, and each orbital holds at most one electron of each spin. There are $a$ spin-up and $b$ spin-down electrons, $n = a + b$ in total, of which $n_e$ occupy $e_g$ orbitals. The constant $D$ is the crystal-field splitting, with the $t_{2g}$ level as zero of energy. The constant $K$ is the exchange stabilisation of one pair of parallel spins, taken to be the same for every pair of orbitals.

## Spin states in an occupation search

A code that minimises this energy over occupations at fixed $n$ can be compared with the thresholds directly. For the other electron counts, in this one-exchange-constant model with $D, K \ge 0$, a maximal-spin start with $t_{2g}$ filled first for each spin already has the lowest energy. For four to seven electrons, whether it does depends on how $D$ compares with $K$.

A search that flips one spin at a time can stop too early, even if it refills the orbitals in the best way after each flip. Take $n = 5$, $K = 1$ and $D = 3.5$. The lowest energies for the spin populations $(a,b)$ are $-3$ for $(5,0)$, $-2.5$ for $(4,1)$ and $-4$ for $(3,2)$. With this refilling, a single flip out of the high-spin filling raises the energy, yet two flips lower it. Comparing all spin populations avoids the trap.

## Lowest energy for each spin population

Consider the $a$ electrons of one spin. At most three fit into $t_{2g}$, so at least $\max(a-3, 0)$ of them are in $e_g$. Filling $t_{2g}$ first attains this bound. The exchange term depends only on $a$ and $b$, and $D \ge 0$, so the lowest energy at given populations is

$$L(a,b) = D\,[\max(a-3,0) + \max(b-3,0)] - K\left[\binom{a}{2} + \binom{b}{2}\right].$$

The spin excess is the majority population minus the minority population, which equals twice the majority population minus $n$. One spin can hold at most five electrons, so the excess is maximal exactly when the majority population is $\min(n,5)$.

It remains to compare the values of $L$. Exchanging $a$ and $b$ changes nothing, so the majority can be listed first.

| $n$ | Maximal spin | Other populations |
|---|---|---|
| 4 | $L(4,0) = D - 6K$ | $L(3,1) = -3K$, $L(2,2) = -2K$ |
| 5 | $L(5,0) = 2D - 10K$ | $L(4,1) = D - 6K$, $L(3,2) = -4K$ |
| 6 | $L(5,1) = 2D - 10K$ | $L(4,2) = D - 7K$, $L(3,3) = -6K$ |
| 7 | $L(5,2) = 2D - 11K$ | $L(4,3) = D - 9K$ |

Maximal spin is lowest when its entry does not exceed any other entry in the row:

- For $n = 4$: $D \le 3K$ and $D \le 4K$.
- For $n = 5$: $D \le 4K$ and $2D \le 6K$.
- For $n = 6$: $D \le 3K$ and $2D \le 4K$.
- For $n = 7$: $D \le 2K$.

Each threshold in the result is one of these conditions. Together with $D \ge 0$ it forces $K \ge 0$, and the weaker condition in the same row then follows. No separate assumption on the sign of $K$ is needed.

If $D$ lies strictly below the threshold, then $K > 0$ and every comparison is strict, so every lowest-energy filling has maximal spin. At the threshold this can fail: for $n = 4$, $K = 1$, $D = 3$, the populations $(4,0)$ and $(3,1)$ both reach $-3$.

For the remaining electron counts, let $D, K \ge 0$. With $n \le 3$, all electrons fit into $t_{2g}$ with parallel spins, which costs no splitting energy and gives the most parallel pairs. With $n = 8$, the comparison is $L(5,3) = 2D - 13K$ against $L(4,4) = 2D - 12K$. With $n = 9$ or $10$, only one population is possible up to exchange of the spins.

## The Lean file

```lean
import Mathlib

namespace ExchangeSpinCrossover

noncomputable section

/-- The five d orbitals in an octahedral field: three t2g orbitals and two e_g orbitals. -/
abbrev Orbital := Fin 3 ⊕ Fin 2

/-- A filling lists the orbitals occupied by spin-up and by spin-down electrons. -/
structure Filling where
  up : Finset Orbital
  down : Finset Orbital

/-- The total number of electrons. -/
def Filling.electrons (f : Filling) : ℕ := f.up.card + f.down.card

/-- The number of electrons in e_g orbitals. -/
def Filling.egElectrons (f : Filling) : ℕ := f.up.toRight.card + f.down.toRight.card

/-- The number of majority-spin electrons minus the number of minority-spin electrons. -/
def Filling.spinExcess (f : Filling) : ℕ :=
  max f.up.card f.down.card - min f.up.card f.down.card

/-- Each e_g electron costs `D`, and each pair of electrons with parallel spins gains `K`. -/
def energy (D K : ℝ) (f : Filling) : ℝ :=
  D * (f.egElectrons : ℝ) - K * ((f.up.card.choose 2 + f.down.card.choose 2 : ℕ) : ℝ)

/-- No filling with the same number of electrons has a larger spin excess. -/
def IsMaxSpin (f : Filling) : Prop :=
  ∀ g : Filling, g.electrons = f.electrons → g.spinExcess ≤ f.spinExcess

/-- No filling with the same number of electrons has a lower energy. -/
def IsGround (D K : ℝ) (f : Filling) : Prop :=
  ∀ g : Filling, g.electrons = f.electrons → energy D K f ≤ energy D K g

/-- Some filling with `n` electrons has both maximal spin and minimal energy. -/
def HighSpinGround (D K : ℝ) (n : ℕ) : Prop :=
  ∃ f : Filling, f.electrons = n ∧ IsMaxSpin f ∧ IsGround D K f

/-- The energy of `a` spin-up and `b` spin-down electrons when only those that do not fit
into the three t2g orbitals of their spin (none if there are at most three) go to e_g. -/
def levelEnergy (D K : ℝ) (a b : ℕ) : ℝ :=
  D * (((a - 3) + (b - 3) : ℕ) : ℝ) - K * ((a.choose 2 + b.choose 2 : ℕ) : ℝ)

/-- Electrons of one spin number at most five, and those beyond three must occupy e_g. -/
theorem channel_bounds (s : Finset Orbital) :
    s.card ≤ 5 ∧ s.card - 3 ≤ s.toRight.card := by
  have h : s.toLeft.card + s.toRight.card = s.card := Finset.card_toLeft_add_card_toRight
  have h1 : s.toLeft.card ≤ 3 := (Finset.card_le_univ _).trans (by simp)
  have h2 : s.toRight.card ≤ 2 := (Finset.card_le_univ _).trans (by simp)
  omega

/-- With `D ≥ 0`, a filling has at least the level energy of its two spin populations. -/
theorem level_le_energy {D : ℝ} (hD : 0 ≤ D) (K : ℝ) (f : Filling) :
    levelEnergy D K f.up.card f.down.card ≤ energy D K f := by
  have h : (((f.up.card - 3) + (f.down.card - 3) : ℕ) : ℝ) ≤ (f.egElectrons : ℝ) :=
    Nat.cast_le.mpr (Nat.add_le_add (channel_bounds f.up).2 (channel_bounds f.down).2)
  have h' := mul_le_mul_of_nonneg_left h hD
  unfold levelEnergy energy
  linarith

/-- For up to five electrons of each spin, some filling has exactly the level energy. -/
theorem exists_filling (D K : ℝ) {a b : ℕ} (ha : a ≤ 5) (hb : b ≤ 5) :
    ∃ f : Filling, f.up.card = a ∧ f.down.card = b ∧
      energy D K f = levelEnergy D K a b := by
  -- fill t2g first, then put the remaining electrons of that spin into e_g
  have channel : ∀ m : ℕ, m ≤ 5 →
      ∃ s : Finset Orbital, s.card = m ∧ s.toRight.card = m - 3 := by
    intro m hm
    obtain ⟨t, -, ht⟩ := Finset.exists_subset_card_eq
      (s := (Finset.univ : Finset (Fin 3))) (n := min m 3)
      (by rw [Finset.card_univ, Fintype.card_fin]; omega)
    obtain ⟨e, -, he⟩ := Finset.exists_subset_card_eq
      (s := (Finset.univ : Finset (Fin 2))) (n := m - 3)
      (by rw [Finset.card_univ, Fintype.card_fin]; omega)
    refine ⟨t.disjSum e, ?_, ?_⟩
    · rw [Finset.card_disjSum, ht, he]; omega
    · rw [Finset.toRight_disjSum, he]
  obtain ⟨s, hs, hs'⟩ := channel a ha
  obtain ⟨t, ht, ht'⟩ := channel b hb
  refine ⟨⟨s, t⟩, hs, ht, ?_⟩
  simp only [energy, levelEnergy, Filling.egElectrons, hs, hs', ht, ht']

/-- A filling has maximal spin exactly when its majority spin holds all the electrons,
or five of them if there are more than five. -/
theorem isMaxSpin_iff (f : Filling) :
    IsMaxSpin f ↔ max f.up.card f.down.card = min f.electrons 5 := by
  have hu := (channel_bounds f.up).1
  have hd := (channel_bounds f.down).1
  constructor
  · intro hf
    obtain ⟨g, gu, gd, -⟩ := exists_filling 0 0 (a := min f.electrons 5)
      (b := f.electrons - min f.electrons 5) (by omega)
      (by simp only [Filling.electrons]; omega)
    have h := hf g (by simp only [Filling.electrons] at *; omega)
    simp only [Filling.electrons, Filling.spinExcess] at *
    omega
  · intro hf g hg
    have gu := (channel_bounds g.up).1
    have gd := (channel_bounds g.down).1
    simp only [Filling.electrons, Filling.spinExcess] at *
    omega

/-- For `D ≥ 0` and at most ten electrons, some maximal-spin filling is a ground filling exactly
when the level energy of the maximal-spin populations is no higher than that of any populations with
the same total and at most five electrons of each spin. -/
theorem highSpinGround_iff {D : ℝ} (hD : 0 ≤ D) (K : ℝ) {n : ℕ} (hn : n ≤ 10) :
    HighSpinGround D K n ↔ ∀ a b : ℕ, a ≤ 5 → b ≤ 5 → a + b = n →
      levelEnergy D K (min n 5) (n - min n 5) ≤ levelEnergy D K a b := by
  constructor
  · rintro ⟨f, hf, hm, hg⟩ a b ha hb hab
    obtain ⟨g, gu, gd, ge⟩ := exists_filling D K ha hb
    have h1 := hg g (by rw [hf, Filling.electrons, gu, gd, hab])
    have h2 := level_le_energy hD K f
    rw [isMaxSpin_iff, hf] at hm
    rw [Filling.electrons] at hf
    -- the majority spin may be up or down
    have h3 : (f.up.card = min n 5 ∧ f.down.card = n - min n 5) ∨
        (f.down.card = min n 5 ∧ f.up.card = n - min n 5) := by omega
    have h4 : levelEnergy D K f.up.card f.down.card
        = levelEnergy D K (min n 5) (n - min n 5) := by
      rcases h3 with ⟨p, q⟩ | ⟨p, q⟩
      · rw [p, q]
      · rw [p, q]
        unfold levelEnergy
        push_cast
        ring
    linarith
  · intro h
    obtain ⟨f, fu, fd, fe⟩ := exists_filling D K (a := min n 5) (b := n - min n 5)
      (by omega) (by omega)
    have hf : f.electrons = n := by rw [Filling.electrons, fu, fd]; omega
    refine ⟨f, hf, ?_, ?_⟩
    · rw [isMaxSpin_iff, hf, fu, fd]; omega
    · intro g hg
      rw [hf, Filling.electrons] at hg
      rw [fe]
      exact (h _ _ (channel_bounds g.up).1 (channel_bounds g.down).1 hg).trans
        (level_le_energy hD K g)

/-- For `D ≥ 0`, a maximal-spin filling attains the minimum energy exactly when `D ≤ 3K`
for four or five electrons, and exactly when `D ≤ 2K` for six or seven. -/
theorem spin_crossover {D : ℝ} (hD : 0 ≤ D) (K : ℝ) (n : ℕ) :
    (n = 4 ∨ n = 5 → (HighSpinGround D K n ↔ D ≤ 3 * K)) ∧
    (n = 6 ∨ n = 7 → (HighSpinGround D K n ↔ D ≤ 2 * K)) := by
  constructor
  · intro hn
    rw [highSpinGround_iff hD K (by omega)]
    constructor
    · intro h
      -- the competitor has all electrons in t2g
      have h' := h 3 (n - 3) (by omega) (by omega) (by omega)
      rcases hn with rfl | rfl <;> norm_num [levelEnergy, Nat.choose] at h' <;> linarith
    · intro h a b ha hb hab
      obtain rfl : b = n - a := by omega
      rcases hn with rfl | rfl <;> interval_cases a <;>
        first
        | omega
        | (norm_num [levelEnergy, Nat.choose] <;> linarith)
  · intro hn
    rw [highSpinGround_iff hD K (by omega)]
    constructor
    · intro h
      -- the competitor has three electrons of one spin and the rest of the other
      have h' := h (n - 3) 3 (by omega) (by omega) (by omega)
      rcases hn with rfl | rfl <;> norm_num [levelEnergy, Nat.choose] at h' <;> linarith
    · intro h a b ha hb hab
      obtain rfl : b = n - a := by omega
      rcases hn with rfl | rfl <;> interval_cases a <;>
        first
        | omega
        | (norm_num [levelEnergy, Nat.choose] <;> linarith)

/-- For `D ≥ 0`, every ground filling has maximal spin if `D < 3K` with four or five electrons, or
if `D < 2K` with six or seven. -/
theorem ground_isMaxSpin {D K : ℝ} (hD : 0 ≤ D) {n : ℕ}
    (hn : ((n = 4 ∨ n = 5) ∧ D < 3 * K) ∨ ((n = 6 ∨ n = 7) ∧ D < 2 * K))
    {f : Filling} (hf : f.electrons = n) (hg : IsGround D K f) : IsMaxSpin f := by
  have key : ∀ a b : ℕ, a ≤ 5 → b ≤ 5 → a + b = n →
      levelEnergy D K a b ≤ levelEnergy D K (min n 5) (n - min n 5) →
      max a b = min n 5 := by
    intro a b ha hb hab h
    obtain rfl : b = n - a := by omega
    rcases hn with ⟨rfl | rfl, hK⟩ | ⟨rfl | rfl, hK⟩ <;> interval_cases a <;>
      first
      | omega
      | (exfalso; norm_num [levelEnergy, Nat.choose] at h; linarith)
  obtain ⟨g, gu, gd, ge⟩ := exists_filling D K (a := min n 5) (b := n - min n 5)
    (by omega) (by omega)
  have h1 := hg g (by rw [hf, Filling.electrons, gu, gd]; omega)
  rw [ge] at h1
  rw [isMaxSpin_iff, hf]
  exact key _ _ (channel_bounds f.up).1 (channel_bounds f.down).1 hf
    ((level_le_energy hD K f).trans h1)

/-- With at most three or with eight to ten electrons, a maximal-spin filling attains the
minimum energy for all `D ≥ 0` and `K ≥ 0`. -/
theorem no_crossover {D K : ℝ} (hD : 0 ≤ D) (hK : 0 ≤ K) {n : ℕ}
    (hn : n ≤ 3 ∨ (8 ≤ n ∧ n ≤ 10)) : HighSpinGround D K n := by
  rw [highSpinGround_iff hD K (by omega)]
  intro a b ha hb hab
  obtain rfl : b = n - a := by omega
  rcases hn with h | ⟨h, h'⟩ <;> interval_cases n <;> interval_cases a <;>
    first
    | omega
    | (norm_num [levelEnergy, Nat.choose] <;> linarith)

end

end ExchangeSpinCrossover
```

```lean
#print axioms ExchangeSpinCrossover.spin_crossover
-- 'ExchangeSpinCrossover.spin_crossover' depends on axioms: [propext, Classical.choice, Quot.sound]
#print axioms ExchangeSpinCrossover.ground_isMaxSpin
-- 'ExchangeSpinCrossover.ground_isMaxSpin' depends on axioms: [propext, Classical.choice, Quot.sound]
#print axioms ExchangeSpinCrossover.no_crossover
-- 'ExchangeSpinCrossover.no_crossover' depends on axioms: [propext, Classical.choice, Quot.sound]
```

## How the definitions encode the shell

`Orbital` is the disjoint union `Fin 3 ⊕ Fin 2`, with $t_{2g}$ on the left and $e_g$ on the right. A `Filling` is a pair of finite sets of orbitals, one for each spin. Sets have no repeated members, which is the Pauli principle within a spin; an orbital that lies in both sets is doubly occupied.

`energy D K f` is $E$ with real $D$ and $K$. `levelEnergy D K a b` is $L(a,b)$: subtraction of natural numbers stops at zero, so `a - 3` there means $\max(a-3,0)$.

`IsMaxSpin` and `IsGround` compare a filling with all fillings of the same electron number, the first by spin excess and the second by energy. `HighSpinGround D K n` says that some filling with $n$ electrons has both properties. It therefore allows ties with fillings of lower spin.

The main theorem, `spin_crossover`, assumes only `0 ≤ D` and gives the two equivalences for every real $K$. `ground_isMaxSpin` is the stronger conclusion strictly below the thresholds, and `no_crossover` covers the other electron counts under `0 ≤ D` and `0 ≤ K`.

## From fillings to a finite comparison

`channel_bounds` splits a set of orbitals into its $t_{2g}$ and $e_g$ parts. Their sizes are at most three and two, and `omega` derives the capacity of five and the minimum number of $e_g$ electrons. `level_le_energy` multiplies that minimum by $D$, which is where the sign of $D$ enters, and obtains $L(a,b) \le E$. `exists_filling` constructs a filling that attains equality, by choosing `min m 3` orbitals from $t_{2g}$ and `m - 3` from $e_g$ for each spin.

`isMaxSpin_iff` proves the criterion for the majority population. In one direction it compares the given filling with an explicit one of maximal spin; in the other, the capacity bounds suffice.

`highSpinGround_iff` replaces the question about fillings by inequalities between values of $L$. If a maximal-spin filling $f$ is a ground filling, and $g$ is a filling that attains $L(a,b)$, then

$$L(\min(n,5),\, n - \min(n,5)) \le E(f) \le E(g) = L(a,b).$$

The first step includes a case split, because the majority spin of $f$ may be up or down. Conversely, if the inequalities hold, the filling built by `exists_filling` for the maximal-spin populations is a ground filling.

In `spin_crossover`, the necessity of each threshold comes from a single competitor with $t_{2g}$ filled first: populations $(3, n-3)$ for four or five electrons and $(n-3, 3)$ for six or seven. For sufficiency, `interval_cases` runs through the values of $a$, `omega` discards those that exceed $n$ or would put more than five electrons in the other spin, and `norm_num` with `linarith` settles the rows of the table.

`ground_isMaxSpin` uses the same enumeration to show that a population other than the maximal-spin one has a strictly higher $L$. `no_crossover` enumerates the remaining values of $n$.

## Negative splitting and the limits of the model

The condition $D \ge 0$ is needed. Take $n = 4$, $K = 1$ and $D = -3$, so that $D \le 3K$ holds. A maximal-spin filling has four electrons of one spin, at most two of them in $e_g$, and its energy is at least $2(-3) - 6 = -12$. Two electrons of each spin can all occupy $e_g$, with energy $4(-3) - 2 = -14$. No maximal-spin filling is then a ground filling. Physically, a negative $D$ places the level of two orbitals below the level of three, as in a tetrahedral field, and the thresholds have to be derived again. This example and the single-flip search above are plain arithmetic and correspond to no theorem in the file.

The theorems concern the lowest energy of a fixed list of occupations. Spin crossover in real compounds is usually driven by temperature, and involves entropy and changes in bond length that alter $D$; none of this enters here.

The energy has no additional cost for double occupation of an orbital, no dependence of exchange on the orbital pair, and no spin–orbit coupling. Fillings are single occupation patterns, not multiplet states, and a filling with a given spin excess need not be an eigenstate of total spin. A code with a fuller Coulomb interaction therefore need not reproduce $3K$ and $2K$; for a direct comparison, its interaction should be reduced to this form.
